# The full delete-$d$ jackknife gives a sample mean the same variance for every $d$ from $1$ to $n-1$

Q: A jackknife error bar is a statement about fluctuations. Before any theorem, what have you taken the data to be, and over what do you average?

A: The data are $n$ fixed real numbers, with no probability distribution behind them. The average runs over every way of deleting exactly $d$ of them, all with equal weight. The result is therefore an exact identity for whatever list you have recorded. The labels of the data form a finite type `ι`, so $n$ is `Fintype.card ι`, and no order in time is attached to them.

```lean
import Mathlib

open Finset

namespace DeleteDJackknife

noncomputable section

variable {ι : Type*} [Fintype ι] [DecidableEq ι]
```

Q: Then write down the quantities.

A: The full mean is $\bar x = \frac1n\sum_i x_i$.

```lean
/-- The mean of all the data. -/
def mean (x : ι → ℝ) : ℝ := (∑ i, x i) / (Fintype.card ι : ℝ)
```

For a deleted set $D$, the retained mean $\bar x_{(D)}$ is the average over the complement, written `Dᶜ` in Lean.

```lean
/-- The mean of the data that remain after the points in `D` are deleted. -/
def retainedMean (x : ι → ℝ) (D : Finset ι) : ℝ := (∑ i ∈ Dᶜ, x i) / (Dᶜ.card : ℝ)
```

The average over deletions sums a quantity $F(D)$ over all $d$-element subsets, which is what `powersetCard d` lists, and divides by their number $\binom nd$.

```lean
/-- The average of a quantity `F` over all deletions of exactly `d` data points. -/
def deletionAverage (d : ℕ) (F : Finset ι → ℝ) : ℝ :=
  (∑ D ∈ (univ : Finset ι).powersetCard d, F D) / ((Fintype.card ι).choose d : ℝ)
```

The claim, for $1\le d<n$, is
$$\frac{n-d}{d}\,\Big\langle(\bar x_{(D)}-\bar x)^2\Big\rangle_{|D|=d}=\frac{\sum_i(x_i-\bar x)^2}{n(n-1)},$$
where the angle brackets denote that average.

Q: The prefactor looks as if it had been chosen to make the answer come out.

A: It is a change of scale. The typical size of a shift depends on how many points are deleted, and the prefactor compensates for that. When fewer than half the data are deleted, the mean squared shift must be enlarged; when more than half are deleted, it must be reduced; at exactly half, the factor is $1$. Try the data $0,1,5$, with mean $2$ and squared deviations adding to $14$. The right side is $14/6=7/3$. Deleting one point gives a mean squared shift of $7/6$ and a prefactor of $2$. Deleting two gives $14/3$ and a prefactor of $1/2$. Both products are $7/3$.

Q: Show me the general derivation. Where do you start?

A: With one deletion. Put $u_i=x_i-\bar x$, so that $\sum_i u_i=0$. The retained deviations must cancel the deleted ones:
$$(n-d)(\bar x_{(D)}-\bar x)=\sum_{i\notin D}u_i=-\sum_{i\in D}u_i .$$
At least one point is kept, so we may divide by $n-d$, and this gives the shift. The Lean proof splits the full sum into $D$ and its complement, clears the denominators, and lets `linear_combination` do the remaining algebra.

```lean
/-- Deleting `D` shifts the mean by minus the sum of the deleted deviations, divided by the
number of retained points. -/
theorem retainedMean_sub_mean (x : ι → ℝ) (D : Finset ι) (hD : D.card < Fintype.card ι) :
    retainedMean x D - mean x =
      -(∑ i ∈ D, (x i - mean x)) / ((Fintype.card ι : ℝ) - D.card) := by
  have hlt : (D.card : ℝ) < Fintype.card ι := by exact_mod_cast hD
  have hpos : (Fintype.card ι : ℝ) - D.card ≠ 0 := (sub_pos.2 hlt).ne'
  have hn : (Fintype.card ι : ℝ) ≠ 0 := by
    have : Fintype.card ι ≠ 0 := by omega
    exact_mod_cast this
  have hc : (Dᶜ.card : ℝ) = (Fintype.card ι : ℝ) - D.card := by
    have h : (D.card : ℝ) + Dᶜ.card = Fintype.card ι := by
      exact_mod_cast Finset.card_add_card_compl D
    linarith
  have hm : ∑ i, x i = (Fintype.card ι : ℝ) * mean x := by
    unfold mean
    field_simp
  have hs := Finset.sum_add_sum_compl D x
  unfold retainedMean
  rw [hc, Finset.sum_sub_distrib, Finset.sum_const, nsmul_eq_mul, eq_div_iff hpos, sub_mul,
    div_mul_cancel₀ _ hpos]
  linear_combination hs + hm
```

Q: Now you need the average square of a sum over a random-looking subset. The deleted points are not independent of one another.

A: That dependence is handled by counting. Mark one element $i$ of $D$. Listing the sets $D$ of size $k+1$ with a marked element is the same as choosing $i$ first and then a set $E$ of $k$ companions from the other points, with $D=\{i\}\cup E$:
$$\sum_{|D|=k+1}\sum_{i\in D}F(i,D)=\sum_i\sum_{\substack{E\not\ni i\\|E|=k}}F(i,\{i\}\cup E).$$

```lean
omit [Fintype ι] in
/-- Summing over subsets of size `k + 1` with one marked element is the same as choosing the
marked element first and then `k` companions among the others. -/
theorem sum_marked (s : Finset ι) (k : ℕ) (F : ι → Finset ι → ℝ) :
    ∑ D ∈ s.powersetCard (k + 1), ∑ i ∈ D, F i D =
      ∑ i ∈ s, ∑ E ∈ (s.erase i).powersetCard k, F i (insert i E) := by
  have h : ∑ D ∈ s.powersetCard (k + 1), ∑ i ∈ D, F i D =
      ∑ i ∈ s, ∑ D ∈ (s.powersetCard (k + 1)).filter (fun D => i ∈ D), F i D := by
    apply Finset.sum_comm'
    intro D i
    simp only [Finset.mem_filter, Finset.mem_powersetCard]
    constructor
    · rintro ⟨h1, h3⟩
      exact ⟨⟨h1, h3⟩, h1.1 h3⟩
    · rintro ⟨h1, _⟩
      exact h1
  rw [h]
  refine Finset.sum_congr rfl fun i hi => ?_
  have hn : ∀ E ∈ (s.erase i).powersetCard k, i ∉ E := fun E hE h =>
    Finset.notMem_erase i s ((Finset.mem_powersetCard.1 hE).1 h)
  -- removing and restoring the marked element are inverse to each other
  refine Finset.sum_bij' (fun D _ => D.erase i) (fun E _ => insert i E) ?_ ?_ ?_ ?_ ?_
  · intro D hD
    simp only [Finset.mem_filter, Finset.mem_powersetCard] at hD
    simp only [Finset.mem_powersetCard]
    have h1 := Finset.card_erase_of_mem hD.2
    have h2 := hD.1.2
    exact ⟨Finset.erase_subset_erase i hD.1.1, by omega⟩
  · intro E hE
    have h1 := Finset.mem_powersetCard.1 hE
    simp only [Finset.mem_filter, Finset.mem_powersetCard]
    exact ⟨⟨Finset.insert_subset hi (h1.1.trans (Finset.erase_subset i s)),
      by rw [Finset.card_insert_of_notMem (hn E hE), h1.2]⟩, Finset.mem_insert_self i E⟩
  · intro D hD
    exact Finset.insert_erase (Finset.mem_filter.1 hD).2
  · intro E hE
    exact Finset.erase_insert (hn E hE)
  · intro D hD
    simp only [Finset.insert_erase (Finset.mem_filter.1 hD).2]
```

Q: What does Lean require for something so evident?

A: The proof turns on `Finset.sum_bij'`, which equates two sums by means of explicit maps in both directions. After `Finset.sum_comm'` has exchanged the order of summation, $i$ is fixed. One map is `D.erase i`, the other is `insert i E`. Five obligations follow, and they are the five bullets at the end of the proof: each map lands in the right collection, each undoes the other, and the summands agree. The condition $i\notin E$ is what makes inserting and then erasing return $E$, and it also makes the size go up by exactly one.

Counting the marked sets in both ways also gives a binomial identity, $m\binom{m-1}{k}=(k+1)\binom{m}{k+1}$.

```lean
/-- A binomial identity: `m` times `m - 1` choose `k` equals `k + 1` times `m` choose `k + 1`. -/
theorem marked_count (m k : ℕ) : m * (m - 1).choose k = (k + 1) * m.choose (k + 1) := by
  cases m with
  | zero => simp
  | succ m => rw [Nat.add_sub_cancel, Nat.add_one_mul_choose_eq, mul_comm]
```

Q: How do these yield moments?

A: First take $F(i,D)=y_i$ on a set $s$ of $m$ points. For $k\ge1$, each $y_i$ occurs in $\binom{m-1}{k-1}$ subsets of size $k$, so the binomial identity gives
$$m\sum_{|E|=k}\sum_{i\in E}y_i=k\binom mk\sum_{i\in s}y_i .$$
For $k=0$ both sides vanish.

```lean
omit [Fintype ι] in
/-- First moment of sampling without replacement: the total of all sums over `k`-element
subsets, in terms of the full sum. -/
theorem sum_subset_sums (s : Finset ι) (k : ℕ) (y : ι → ℝ) :
    (s.card : ℝ) * ∑ E ∈ s.powersetCard k, ∑ i ∈ E, y i =
      k * (s.card.choose k : ℝ) * ∑ i ∈ s, y i := by
  cases k with
  | zero => simp
  | succ k =>
    have h : ∑ E ∈ s.powersetCard (k + 1), ∑ i ∈ E, y i =
        ((s.card - 1).choose k : ℝ) * ∑ i ∈ s, y i := by
      refine (sum_marked s k (fun i _ => y i)).trans ?_
      rw [Finset.mul_sum]
      refine Finset.sum_congr rfl fun i hi => ?_
      simp only [Finset.sum_const, Finset.card_powersetCard, Finset.card_erase_of_mem hi,
        nsmul_eq_mul]
    have hb : (s.card : ℝ) * ((s.card - 1).choose k : ℝ) =
        ((k + 1 : ℕ) : ℝ) * (s.card.choose (k + 1) : ℝ) := by
      exact_mod_cast marked_count s.card k
    rw [h]
    linear_combination (∑ i ∈ s, y i) * hb
```

For the second moment, take two lists $y$ and $z$ on $m$ points, with $\sum_i z_i=0$, and subsets of size $k+1$. Mark the element that supplies $y_i$. The other factor is $z_i+\sum_{j\in E}z_j$, where $E$ is drawn from $m-1$ points whose $z$ values add to $-z_i$. The first moment on those points gives
$$(m-1)\sum_{|E|=k}\Big(z_i+\sum_{j\in E}z_j\Big)=\binom{m-1}{k}(m-1-k)\,z_i .$$
Multiply by $y_i$, sum over $i$, multiply by $m$, and use the binomial identity again:
$$m(m-1)\sum_{|D|=k+1}\Big(\sum_{i\in D}y_i\Big)\Big(\sum_{i\in D}z_i\Big)=(k+1)(m-k-1)\binom{m}{k+1}\sum_i y_iz_i .$$
In the code, `hin` is the statement for one marked point, `hsw` is the marking step, and the last `linear_combination` assembles them. The lemma itself is stated for subsets of size `k`, with the empty subset as a separate case.

```lean
omit [Fintype ι] in
/-- Second moment of sampling without replacement: the total product of subset sums of two
observables, one of which sums to zero, in terms of their pointwise products. -/
theorem sum_subset_products (s : Finset ι) (k : ℕ) (y z : ι → ℝ) (hz : ∑ i ∈ s, z i = 0) :
    (s.card : ℝ) * ((s.card : ℝ) - 1) *
        ∑ D ∈ s.powersetCard k, (∑ i ∈ D, y i) * (∑ i ∈ D, z i) =
      k * ((s.card : ℝ) - k) * (s.card.choose k : ℝ) * ∑ i ∈ s, y i * z i := by
  cases k with
  | zero => simp
  | succ k =>
    -- with `i` marked, the companions are a sample from the other points, which sum to `-z i`
    have hin : ∀ i ∈ s, ((s.card : ℝ) - 1) *
        ∑ E ∈ (s.erase i).powersetCard k, y i * ∑ j ∈ insert i E, z j =
        ((s.card - 1).choose k : ℝ) * ((s.card : ℝ) - 1 - k) * (y i * z i) := by
      intro i hi
      have hcard : ((s.erase i).card : ℝ) = (s.card : ℝ) - 1 := by
        have h : ((s.erase i).card : ℝ) + 1 = s.card := by
          exact_mod_cast Finset.card_erase_add_one hi
        linarith
      have hsum : ∑ j ∈ s.erase i, z j = -z i := by
        have h := Finset.add_sum_erase s z hi
        linarith
      have hm := sum_subset_sums (s.erase i) k z
      rw [hcard, hsum, Finset.card_erase_of_mem hi] at hm
      have he : ∑ E ∈ (s.erase i).powersetCard k, ∑ j ∈ insert i E, z j =
          ((s.card - 1).choose k : ℝ) * z i +
            ∑ E ∈ (s.erase i).powersetCard k, ∑ j ∈ E, z j := by
        have h : ∀ E ∈ (s.erase i).powersetCard k,
            ∑ j ∈ insert i E, z j = z i + ∑ j ∈ E, z j := fun E hE =>
          Finset.sum_insert fun h =>
            Finset.notMem_erase i s ((Finset.mem_powersetCard.1 hE).1 h)
        rw [Finset.sum_congr rfl h, Finset.sum_add_distrib, Finset.sum_const,
          Finset.card_powersetCard, Finset.card_erase_of_mem hi, nsmul_eq_mul]
      rw [← Finset.mul_sum, he]
      linear_combination y i * hm
    have hsw : ∑ D ∈ s.powersetCard (k + 1), (∑ i ∈ D, y i) * (∑ i ∈ D, z i) =
        ∑ i ∈ s, ∑ E ∈ (s.erase i).powersetCard k, y i * ∑ j ∈ insert i E, z j :=
      (Finset.sum_congr rfl fun D _ => by rw [Finset.sum_mul]).trans
        (sum_marked s k fun i D => y i * ∑ j ∈ D, z j)
    have htot := Finset.sum_congr rfl hin
    rw [← Finset.mul_sum, ← Finset.mul_sum] at htot
    have hb : (s.card : ℝ) * ((s.card - 1).choose k : ℝ) =
        ((k : ℝ) + 1) * (s.card.choose (k + 1) : ℝ) := by
      exact_mod_cast marked_count s.card k
    rw [hsw]
    push_cast
    linear_combination (s.card : ℝ) * htot +
      ((s.card : ℝ) - 1 - k) * (∑ i ∈ s, y i * z i) * hb
```

Q: Your data do not add to zero.

A: Their deviations do, and those are what enter.

```lean
omit [DecidableEq ι] in
/-- The deviations from the mean sum to zero. -/
theorem sum_sub_mean (x : ι → ℝ) (hn : 0 < Fintype.card ι) : ∑ i, (x i - mean x) = 0 := by
  have h : (Fintype.card ι : ℝ) ≠ 0 := by exact_mod_cast hn.ne'
  rw [Finset.sum_sub_distrib, Finset.sum_const, Finset.card_univ, nsmul_eq_mul, mean,
    mul_div_cancel₀ _ h, sub_self]
```

Q: Why two lists, if I asked for a variance?

A: The argument costs the same, and it gives the matching identity for the jackknife covariance of the means of two observables recorded on the same samples, such as energy and magnetisation. Let $v_i=y_i-\bar y$ be the deviations of the second observable. With $m=n$ and $k+1=d$, the average product of the deleted sums is $\frac{d(n-d)}{n(n-1)}\sum_i u_iv_i$. The two shifts contribute $1/(n-d)^2$, their minus signs cancel, and the prefactor contributes $(n-d)/d$. What remains is $\sum_i u_iv_i/(n(n-1))$.

In the proof, `hS` rewrites the shifts, `hA` is the second moment, and `field_simp` cancels the factors. The hypotheses `1 ≤ d` and `d < Fintype.card ι` say that something is deleted and something is kept; together they force $n\ge2$.

```lean
/-- Delete-d jackknife covariance: the rescaled average product of the shifts of two means equals `∑
(x i - mean x) (y i - mean y) / (n (n - 1))`, for every `1 ≤ d < n`. -/
theorem jackknife_covariance (x y : ι → ℝ) (d : ℕ) (hd : 1 ≤ d) (hdn : d < Fintype.card ι) :
    ((Fintype.card ι : ℝ) - d) / d * deletionAverage d
        (fun D => (retainedMean x D - mean x) * (retainedMean y D - mean y)) =
      (∑ i, (x i - mean x) * (y i - mean y)) /
        ((Fintype.card ι : ℝ) * ((Fintype.card ι : ℝ) - 1)) := by
  have hd1 : (1 : ℝ) ≤ d := by exact_mod_cast hd
  have hlt : (d : ℝ) < Fintype.card ι := by exact_mod_cast hdn
  have h0 : (d : ℝ) ≠ 0 := by positivity
  have h1 : (Fintype.card ι : ℝ) ≠ 0 := (by linarith : (0 : ℝ) < Fintype.card ι).ne'
  have h2 : (Fintype.card ι : ℝ) - 1 ≠ 0 := (by linarith : (0 : ℝ) < Fintype.card ι - 1).ne'
  have h3 : (Fintype.card ι : ℝ) - d ≠ 0 := (sub_pos.2 hlt).ne'
  have h4 : ((Fintype.card ι).choose d : ℝ) ≠ 0 := by
    exact_mod_cast (Nat.choose_pos hdn.le).ne'
  -- express every shift through the deleted deviations
  have hS : ∑ D ∈ (univ : Finset ι).powersetCard d,
      (retainedMean x D - mean x) * (retainedMean y D - mean y) =
      (∑ D ∈ (univ : Finset ι).powersetCard d,
        (∑ i ∈ D, (x i - mean x)) * (∑ i ∈ D, (y i - mean y))) /
        ((Fintype.card ι : ℝ) - d) ^ 2 := by
    rw [Finset.sum_div]
    refine Finset.sum_congr rfl fun D hD => ?_
    have hc := (Finset.mem_powersetCard.1 hD).2
    rw [retainedMean_sub_mean x D (by omega), retainedMean_sub_mean y D (by omega), hc,
      div_mul_div_comm, neg_mul_neg, sq]
  have hA := sum_subset_products univ d (fun i => x i - mean x) (fun i => y i - mean y)
    (sum_sub_mean y (by omega))
  simp only [Finset.card_univ] at hA
  rw [mul_comm, ← eq_div_iff (mul_ne_zero h1 h2)] at hA
  unfold deletionAverage
  rw [hS, hA]
  field_simp
```

Setting the two observables equal gives the variance.

```lean
/-- Delete-d jackknife variance: `(n - d) / d` times the average squared shift of the mean over
all `d`-point deletions equals `∑ (x i - mean)² / (n (n - 1))`. -/
theorem jackknife_variance (x : ι → ℝ) (d : ℕ) (hd : 1 ≤ d) (hdn : d < Fintype.card ι) :
    ((Fintype.card ι : ℝ) - d) / d *
        deletionAverage d (fun D => (retainedMean x D - mean x) ^ 2) =
      (∑ i, (x i - mean x) ^ 2) /
        ((Fintype.card ι : ℝ) * ((Fintype.card ι : ℝ) - 1)) := by
  simpa only [sq] using jackknife_covariance x x d hd hdn
```

Q: The formula in my analysis script has a sum and a factor $(n-1)/n$.

A: That is $d=1$. The $n$ deletions are the single points `{i}`, and the $1/n$ of the average joins the prefactor $n-1$.

```lean
/-- Leave-one-out case: `(n - 1) / n` times the sum of the squared shifts of the mean equals
`∑ (x i - mean)² / (n (n - 1))`. -/
theorem leave_one_out_variance (x : ι → ℝ) (hn : 1 < Fintype.card ι) :
    ((Fintype.card ι : ℝ) - 1) / (Fintype.card ι : ℝ) *
        ∑ i, (retainedMean x {i} - mean x) ^ 2 =
      (∑ i, (x i - mean x) ^ 2) /
        ((Fintype.card ι : ℝ) * ((Fintype.card ι : ℝ) - 1)) := by
  have h := jackknife_variance x 1 le_rfl hn
  simp only [deletionAverage, Finset.powersetCard_one, Finset.sum_map,
    Function.Embedding.coeFn_mk, Nat.choose_one_right, Nat.cast_one, div_one] at h
  rw [← h]
  ring

end

end DeleteDJackknife
```

```lean
#print axioms DeleteDJackknife.jackknife_variance
-- 'DeleteDJackknife.jackknife_variance' depends on axioms: [propext, Classical.choice, Quot.sound]
#print axioms DeleteDJackknife.leave_one_out_variance
-- 'DeleteDJackknife.leave_one_out_variance' depends on axioms: [propext, Classical.choice, Quot.sound]
```

Q: So may I quote the right side as the squared statistical error of a Monte Carlo average?

A: Only with an assumption about how the data arose. For uncorrelated samples from one distribution with finite variance, it is the usual unbiased estimate of the variance of the mean. For a correlated trajectory it generally is not, and changing $d$ will not reveal the problem: the right side is unchanged if you shuffle the time series. A common remedy is to cut the trajectory into consecutive blocks of equal length, much longer than the correlation time, and to let each $x_i$ be the average of one block. The identity then applies with $n$ equal to the number of blocks.

Q: And if my estimator is a ratio, or a free energy?

A: The theorems concern plain means. For a nonlinear function of the data, the result can depend on $d$.

Q: What does this change in a calculation?

A: For the error bar of a simple average over a finite list of simulation data, enumerating larger deletions gains nothing: every $d$ returns the number that one pass over the deviations already gives. The identity is also a check on a general jackknife routine. Give it the mean as estimator and a short list whose entries are not all equal, enumerate all deletions, and compare the result for several values of $d$ with the right side computed directly; they should agree up to rounding. Comparing the values of $d$ only with one another would miss a wrong factor that does not depend on $d$. If the routine draws only some of the deletions at random, expect only approximate agreement.
